# For x > 0, coth x exceeds 1 and x coth x lies strictly between 1 and 1 + x

The theorem `coth_bounds` says that for every real x > 0, coth x > 1 and 1 < x coth x < 1 + x, with coth defined as cosh over sinh. If x is read as ħω/2kT for a single harmonic oscillator in thermal equilibrium, these bounds put its mean energy (ħω/2) coth x above both ħω/2 and kT, and below their sum; the file itself contains no oscillator, only the inequalities. The proof multiplies out the positive denominator sinh x. The first bound then follows from cosh x − sinh x = exp(−x) > 0, and the lower bound on x coth x from the fact that x cosh x − sinh x vanishes at zero and is strictly increasing on x ≥ 0. The upper bound uses exp(−x) < 1 and x < sinh x.

The first attempt, which Lean rejects:

```lean
import Mathlib

open Finset

namespace CothBounds

noncomputable section

/-- The hyperbolic cotangent, for nonzero argument. -/
def coth (x : ℝ) : ℝ := Real.cosh x / Real.sinh x

variable {ι : Type*} [Fintype ι]

/-- For `x > 0`, `coth x` exceeds one, and `x coth x` lies strictly between `1` and `1 + x`. -/
theorem coth_bounds {x : ℝ} (hx : 0 < x) :
    1 < coth x ∧ 1 < x * coth x ∧ x * coth x < 1 + x := by
  have hs : 0 < Real.sinh x := Real.sinh_pos_iff.2 hx
  have hxs : x < Real.sinh x := Real.self_lt_sinh_iff.2 hx
  have hq := Real.cosh_sub_sinh x
  have hq0 := Real.exp_pos (-x)
  have hq1 : Real.exp (-x) < 1 := Real.exp_lt_one (by linarith)
  -- `x cosh x - sinh x` vanishes at zero and has derivative `x sinh x`
  have hmono : StrictMonoOn (fun y : ℝ => y * Real.cosh y - Real.sinh y) (Set.Ici 0) := by
    apply strictMonoOn_of_deriv_pos (convex_Ici 0) (by fun_prop)
    intro y hy
    rw [interior_Ici] at hy
    have hd : HasDerivAt (fun y : ℝ => y * Real.cosh y - Real.sinh y) (y * Real.sinh y) y :=
      (((hasDerivAt_id' y).fun_mul (Real.hasDerivAt_cosh y)).fun_sub
        (Real.hasDerivAt_sinh y)).congr_deriv (by ring)
    rw [hd.deriv]
    exact mul_pos hy (Real.sinh_pos_iff.2 hy)
  have h0 : 0 * Real.cosh 0 - Real.sinh 0 < x * Real.cosh x - Real.sinh x :=
    hmono (Set.mem_Ici.2 le_rfl) (Set.mem_Ici.2 hx.le) hx
  rw [Real.sinh_zero] at h0
  unfold coth
  refine ⟨?_, ?_, ?_⟩
  · rw [lt_div_iff₀ hs]
    linarith
  · rw [← mul_div_assoc, lt_div_iff₀ hs]
    linarith
  · rw [← mul_div_assoc, div_lt_iff₀ hs]
    have hc : Real.cosh x = Real.sinh x + Real.exp (-x) := by linarith
    have hxq : x * Real.exp (-x) < x * 1 := mul_lt_mul_of_pos_left hq1 hx
    rw [hc]
    linarith

end

end CothBounds
```

Messages:

```
Main.lean:21:34: error(lean.unknownIdentifier): Unknown constant `Real.exp_lt_one`
```

The repair, with which the file compiles:

```diff
@@ -19,5 +19,5 @@
   have hq := Real.cosh_sub_sinh x
   have hq0 := Real.exp_pos (-x)
-  have hq1 : Real.exp (-x) < 1 := Real.exp_lt_one (by linarith)
+  have hq1 : Real.exp (-x) < 1 := Real.exp_lt_one_iff.2 (by linarith)
   -- `x cosh x - sinh x` vanishes at zero and has derivative `x sinh x`
   have hmono : StrictMonoOn (fun y : ℝ => y * Real.cosh y - Real.sinh y) (Set.Ici 0) := by
@@ -34,14 +34,10 @@
   rw [Real.sinh_zero] at h0
   unfold coth
-  refine ⟨?_, ?_, ?_⟩
-  · rw [lt_div_iff₀ hs]
-    linarith
-  · rw [← mul_div_assoc, lt_div_iff₀ hs]
-    linarith
-  · rw [← mul_div_assoc, div_lt_iff₀ hs]
-    have hc : Real.cosh x = Real.sinh x + Real.exp (-x) := by linarith
-    have hxq : x * Real.exp (-x) < x * 1 := mul_lt_mul_of_pos_left hq1 hx
-    rw [hc]
-    linarith
+  rw [← mul_div_assoc, lt_div_iff₀ hs, lt_div_iff₀ hs, div_lt_iff₀ hs]
+  have hc : Real.cosh x = Real.sinh x + Real.exp (-x) := by linarith
+  have hxq : x * Real.exp (-x) < x * 1 := mul_lt_mul_of_pos_left hq1 hx
+  refine ⟨by linarith, by linarith, ?_⟩
+  rw [hc]
+  linarith
 
 end
```

Cause. The one message says that Lean knows no constant called `Real.exp_lt_one`. The proof calls it to get `hq1`, the fact that exp(−x) < 1, handing it a proof by `linarith` that −x < 0. The mathematics of that step is sound, but there is no declaration of that name for Lean to apply.

The repair uses `Real.exp_lt_one_iff`, which states that the exponential of a real number is less than one exactly when the number is negative. Since this is an equivalence, `.2` selects the direction needed, from −x < 0 to exp(−x) < 1, and `linarith` supplies the premise as before.

The other changes, at the end of the proof, are tidying. The denominators are now cleared in all three inequalities by a single `rw` before the conjunction is split, where the first version did this separately in each part. The lemmas used there are the same, and Lean reported no error in those lines.
